# Plasmon-formula square roots by matrix multiplication: convergence for positive definite M with eigenvalues below 3c

In direct RPA with real orbitals and a stable reference state, the squared excitation energies \(\Omega_i^2\) are the eigenvalues of a real, symmetric, positive definite matrix \(M\). Of the excitation energies \(\Omega_i\), the plasmon formula for the correlation energy needs only the sum \(\sum_i\Omega_i=\operatorname{Tr}M^{1/2}\), not the individual energies. I would like to obtain it from matrix products alone. With a scale \(c\) such that all eigenvalues of \(M\) lie below \(2c\), I start from \(Y_0=M/c\), \(Z_0=1\) and iterate

\[
Y'=\tfrac12\,Y(3-ZY),\qquad Z'=\tfrac12\,(3-ZY)Z .
\]

The residual \(R=1-ZY\) seems to obey \(R'=(3R^2+R^3)/4\) and to vanish in the limit, while \(\sqrt c\,\operatorname{Tr}Y_k\) approaches \(\sum_i\Omega_i\). Can this be made rigorous and machine-checked?

## Convergence up to 3c, with an explicit error bound below 2c

Yes, and the bound can be relaxed: eigenvalues below \(3c\) suffice for both limits. Below \(2c\) there is also an explicit error bound.

**The residual.** Put \(P=ZY=1-R\). Then \(Z'Y'=\tfrac14(3-P)P(3-P)\), which contains only powers of \(P\), so \(Y\) and \(Z\) need not commute. Since \(3-P=2+R\),

\[
R'=1-\tfrac14(2+R)^2(1-R)=\tfrac14(3R^2+R^3).
\]

**Reduction to numbers.** Write \(M=U\,\mathrm{diag}(\lambda_i)\,U^{T}\) with \(U\) orthogonal. Every iterate is a polynomial in \(M\), so it is diagonal in the same basis. Each \(x=\lambda_i/c\in(0,3)\) runs its own iteration with \(y_0=x\), \(z_0=1\) and \(r_k=1-z_ky_k\).

**Signs.** By induction \(z_k>0\), \(y_k=xz_k\) and \(z_ky_k<3\). The factor \(3-z_ky_k\) is positive, which preserves the sign of \(z\), and with \(p=z_ky_k\) the next product is

\[
1-\tfrac14(1-p)^2(4-p)\le 1<3 .
\]

**Decay.** The first residual is \(r_1=\tfrac14(1-x)^2(4-x)\ge0\). Also \(1-r_1=z_1y_1=xz_1^2>0\), so \(r_1<1\). Whenever \(|r_k|\le1\), we have \(|r_{k+1}|=r_k^2\,|3+r_k|/4\le r_k^2\). Hence \(|r_{k+1}|\le r_1^{2^k}\to0\).

**The square root.** From \(y_k=xz_k\) follows \(y_k^2=x\,z_ky_k=x(1-r_k)\), so \((y_k-\sqrt x)(y_k+\sqrt x)=-x\,r_k\). Since \(y_k>0\), dividing by \(y_k+\sqrt x\ge\sqrt x\) gives

\[
|y_k-\sqrt x|\le\sqrt x\,|r_k| .
\]

**The trace.** Multiply by \(\sqrt c\), use \(\sqrt c\,\sqrt{\lambda_i/c}=\sqrt{\lambda_i}\), and sum:

\[
\Bigl|\sqrt c\,\operatorname{Tr}Y_k-\sum_i\sqrt{\lambda_i}\Bigr|\le\sum_i\sqrt{\lambda_i}\,|r_k(\lambda_i/c)| .
\]

The right side tends to zero. If all \(\lambda_i<2c\), then \(|r_0|=|1-\lambda_i/c|<1\) already, the squaring starts at once, and \(|r_k|\le|1-\lambda_i/c|^{2^k}\).

Here is the complete Lean file.

```lean
import Mathlib

open Matrix Filter Topology

namespace PlasmonSquareRoot

noncomputable section

variable {A B : Type*} [Ring A] [Algebra ℝ A] [Ring B] [Algebra ℝ B]
variable {n : Type*} [Fintype n] [DecidableEq n]

/-- The pair `(Y_k, Z_k)` of the coupled iteration `Y' = Y(3 - ZY)/2`, `Z' = (3 - ZY)Z/2`,
started from `Y = a`, `Z = 1`. -/
def iter (a : A) : ℕ → A × A
  | 0 => (a, 1)
  | k + 1 => ((1 / 2 : ℝ) • ((iter a k).1 * (3 - (iter a k).2 * (iter a k).1)),
      (1 / 2 : ℝ) • ((3 - (iter a k).2 * (iter a k).1) * (iter a k).2))

/-- The residual `R_k = 1 - Z_k Y_k`. -/
def residual (a : A) (k : ℕ) : A := 1 - (iter a k).2 * (iter a k).1

/-- The residual obeys the closed recursion `R' = (3R² + R³)/4`. -/
theorem residual_succ (a : A) (k : ℕ) :
    residual a (k + 1) = (1 / 4 : ℝ) • (3 * residual a k ^ 2 + residual a k ^ 3) := by
  have h4 : (1 : A) = (1 / 4 : ℝ) • (4 : A) := by
    rw [show (4 : A) = (4 : ℝ) • (1 : A) by
      rw [← Algebra.algebraMap_eq_smul_one, map_ofNat], smul_smul]
    norm_num
  have hP : (iter a (k + 1)).2 * (iter a (k + 1)).1 = (1 / 4 : ℝ) •
      ((3 - (iter a k).2 * (iter a k).1) * ((iter a k).2 * (iter a k).1) *
        (3 - (iter a k).2 * (iter a k).1)) := by
    simp only [iter, smul_mul_assoc, mul_smul_comm, smul_smul, mul_assoc]
    norm_num
  unfold residual
  rw [hP]
  generalize (iter a k).2 * (iter a k).1 = P
  calc (1 : A) - (1 / 4 : ℝ) • ((3 - P) * P * (3 - P))
      = (1 / 4 : ℝ) • (4 - (3 - P) * P * (3 - P)) := by rw [smul_sub, ← h4]
    _ = _ := by
      congr 1
      rw [show (4 : A) = (4 : ℕ) • (1 : A) by simp]
      noncomm_ring

/-- The iteration commutes with every homomorphism of real algebras. -/
theorem iter_map (φ : A →ₐ[ℝ] B) (a : A) (k : ℕ) :
    iter (φ a) k = (φ (iter a k).1, φ (iter a k).2) := by
  induction k with
  | zero => simp only [iter, map_one]
  | succ k ih => simp only [iter, ih, map_smul, map_mul, map_sub, map_ofNat]

/-- The residual commutes with every homomorphism of real algebras. -/
theorem residual_map (φ : A →ₐ[ℝ] B) (a : A) (k : ℕ) :
    residual (φ a) k = φ (residual a k) := by
  simp only [residual, iter_map, map_sub, map_mul, map_one]

private theorem scalar_invariant {x : ℝ} (h3 : x < 3) (k : ℕ) :
    0 < (iter x k).2 ∧ (iter x k).1 = x * (iter x k).2 ∧ (iter x k).2 * (iter x k).1 < 3 := by
  induction k with
  | zero => simp [iter, h3]
  | succ k ih =>
    obtain ⟨hz, hy, hp⟩ := ih
    simp only [iter, smul_eq_mul]
    have hP : 0 < 3 - (iter x k).2 * (iter x k).1 := by linarith
    refine ⟨by positivity, by rw [hy]; ring, ?_⟩
    -- P(3 - P)² ≤ 4 for P < 3
    generalize (iter x k).1 = y at *
    generalize (iter x k).2 = z at *
    have h := mul_nonneg (sq_nonneg (1 - z * y)) (show 0 ≤ 4 - z * y by linarith)
    linarith [show 1 / 2 * ((3 - z * y) * z) * (1 / 2 * (y * (3 - z * y))) =
      1 - (1 - z * y) ^ 2 * (4 - z * y) / 4 by ring]

private theorem scalar_residual_le {x : ℝ} (m : ℕ) (h : |residual x m| ≤ 1) (k : ℕ) :
    |residual x (k + m)| ≤ |residual x m| ^ 2 ^ k := by
  induction k with
  | zero => simp
  | succ k ih =>
    have h1 := abs_le.1 (ih.trans (pow_le_one₀ (abs_nonneg _) h))
    rw [show k + 1 + m = (k + m) + 1 by omega, residual_succ, smul_eq_mul]
    -- each step at least squares the residual
    calc |1 / 4 * (3 * residual x (k + m) ^ 2 + residual x (k + m) ^ 3)|
        ≤ |residual x (k + m)| ^ 2 := by
          rw [sq_abs, abs_le]
          constructor <;> nlinarith [sq_nonneg (residual x (k + m)),
            mul_nonneg (sq_nonneg (residual x (k + m))) (sub_nonneg.2 h1.2),
            mul_nonneg (sq_nonneg (residual x (k + m))) (sub_nonneg.2 h1.1)]
      _ ≤ (|residual x m| ^ 2 ^ k) ^ 2 := by gcongr
      _ = _ := by rw [← pow_mul, ← pow_succ]

private theorem scalar_residual_tendsto {x : ℝ} (h0 : 0 < x) (h3 : x < 3) :
    Tendsto (fun k => residual x k) atTop (𝓝 0) := by
  have h1 : |residual x 1| < 1 := by
    obtain ⟨hz, hy, -⟩ := scalar_invariant h3 1
    have hp : 0 < (iter x 1).2 * (iter x 1).1 := by
      rw [hy]
      exact mul_pos hz (mul_pos h0 hz)
    have hr : residual x 1 = (1 - x) ^ 2 * (4 - x) / 4 := by
      rw [residual_succ, smul_eq_mul]
      simp only [residual, iter]
      ring
    have hn : 0 ≤ residual x 1 := by
      rw [hr]
      have : 0 ≤ 4 - x := by linarith
      positivity
    rw [abs_of_nonneg hn]
    unfold residual
    linarith
  refine (tendsto_add_atTop_iff_nat 1).1 (squeeze_zero_norm
    (fun k => scalar_residual_le 1 h1.le k) ?_)
  exact (tendsto_pow_atTop_nhds_zero_of_lt_one (abs_nonneg _) h1).comp
    (tendsto_pow_atTop_atTop_of_one_lt (by norm_num : (1 : ℕ) < 2))

/-- For a single eigenvalue `0 < x < 3`, the relative error of `Y_k` as an approximation to
`√x` is at most the size of the residual. -/
theorem scalar_error {x : ℝ} (h0 : 0 < x) (h3 : x < 3) (k : ℕ) :
    |(iter x k).1 - √x| ≤ √x * |residual x k| := by
  obtain ⟨hz, hy, -⟩ := scalar_invariant h3 k
  have hs : 0 < √x := Real.sqrt_pos.2 h0
  have hypos : 0 < (iter x k).1 := by rw [hy]; positivity
  -- y² = x(1 - r), factored as a difference of squares
  have e : ((iter x k).1 - √x) * ((iter x k).1 + √x) = -(√x * √x * residual x k) := by
    rw [Real.mul_self_sqrt h0.le]
    unfold residual
    linear_combination (iter x k).1 * hy - Real.mul_self_sqrt h0.le
  have e' := congrArg abs e
  rw [abs_mul, abs_neg, abs_mul, abs_of_pos (add_pos hypos hs), abs_of_pos (mul_pos hs hs)] at e'
  refine le_of_mul_le_mul_right ?_ hs
  nlinarith [mul_nonneg (abs_nonneg ((iter x k).1 - √x)) hypos.le]

private theorem exists_spectral {M : Matrix n n ℝ} (hM : M.IsHermitian) :
    ∃ φ : (n → ℝ) →ₐ[ℝ] Matrix n n ℝ, φ hM.eigenvalues = M ∧
      (∀ d, trace (φ d) = ∑ i, d i) ∧ Continuous φ := by
  obtain ⟨U, V, hUV, hVU, hs⟩ : ∃ U V : Matrix n n ℝ, U * V = 1 ∧ V * U = 1 ∧
      M = U * diagonal hM.eigenvalues * V := by
    refine ⟨hM.eigenvectorUnitary, star (hM.eigenvectorUnitary : Matrix n n ℝ),
      mem_unitaryGroup_iff.mp hM.eigenvectorUnitary.2,
      mem_unitaryGroup_iff'.mp hM.eigenvectorUnitary.2, ?_⟩
    have h := hM.spectral_theorem
    rw [Unitary.conjStarAlgAut_apply] at h
    exact h
  let f : (n → ℝ) →ₗ[ℝ] Matrix n n ℝ :=
    { toFun := fun d => U * diagonal d * V
      map_add' := fun d e => by
        show U * diagonal (fun i => d i + e i) * V = _
        rw [← diagonal_add, mul_add, add_mul]
      map_smul' := fun r d => by
        show U * diagonal (r • d) * V = r • (U * diagonal d * V)
        rw [diagonal_smul, Matrix.mul_smul, Matrix.smul_mul] }
  refine ⟨AlgHom.ofLinearMap f ?_ ?_, hs.symm, fun d => ?_, ?_⟩
  · show U * diagonal (fun _ => (1 : ℝ)) * V = 1
    rw [diagonal_one, mul_one, hUV]
  · intro d e
    show U * diagonal (fun i => d i * e i) * V = (U * diagonal d * V) * (U * diagonal e * V)
    rw [← diagonal_mul_diagonal]
    calc U * (diagonal d * diagonal e) * V
        = U * diagonal d * 1 * diagonal e * V := by simp only [mul_assoc, one_mul]
      _ = _ := by rw [← hVU]; simp only [mul_assoc]
  · show trace (U * diagonal d * V) = _
    rw [trace_mul_comm, ← mul_assoc, hVU, one_mul, trace_diagonal]
  · exact (continuous_const.matrix_mul continuous_id.matrix_diagonal).matrix_mul continuous_const

/-- For positive definite `M` with eigenvalues below `3c`, the error of `√c Tr Y_k` as an
approximation to `∑ √λᵢ` is bounded by the scalar residuals, weighted with the square roots of the
eigenvalues of `M`. -/
theorem trace_error {M : Matrix n n ℝ} (hM : M.PosDef) {c : ℝ}
    (h : ∀ i, hM.isHermitian.eigenvalues i < 3 * c) (k : ℕ) :
    |√c * trace (iter (c⁻¹ • M) k).1 - ∑ i, √(hM.isHermitian.eigenvalues i)| ≤
      ∑ i, √(hM.isHermitian.eigenvalues i) *
        |residual (hM.isHermitian.eigenvalues i / c) k| := by
  have ht : trace (iter (c⁻¹ • M) k).1 =
      ∑ i, (iter (hM.isHermitian.eigenvalues i / c) k).1 := by
    obtain ⟨φ, h1, htr, -⟩ := exists_spectral hM.isHermitian
    have e : c⁻¹ • M = φ (c⁻¹ • hM.isHermitian.eigenvalues) := by rw [map_smul, h1]
    rw [e, iter_map, htr]
    refine Finset.sum_congr rfl fun i _ => ?_
    rw [div_eq_inv_mul]
    exact (congrArg Prod.fst (iter_map (Pi.evalAlgHom ℝ (fun _ : n => ℝ) i)
      (c⁻¹ • hM.isHermitian.eigenvalues) k)).symm
  rw [ht, Finset.mul_sum, ← Finset.sum_sub_distrib]
  refine (Finset.abs_sum_le_sum_abs _ _).trans (Finset.sum_le_sum fun i _ => ?_)
  have hl := hM.eigenvalues_pos i
  have hi := h i
  have hc : 0 < c := by linarith
  have hs : √(hM.isHermitian.eigenvalues i) = √c * √(hM.isHermitian.eigenvalues i / c) := by
    rw [← Real.sqrt_mul hc.le]
    congr 1
    field_simp
  rw [hs, ← mul_sub, abs_mul, abs_of_nonneg (Real.sqrt_nonneg c), mul_assoc]
  exact mul_le_mul_of_nonneg_left
    (scalar_error (div_pos hl hc) ((div_lt_iff₀ hc).2 hi) k) (Real.sqrt_nonneg c)

/-- For positive definite `M` with eigenvalues below `3c`, the residual tends to zero and
`√c Tr Y_k` converges to the sum of the square roots of the eigenvalues of `M`. -/
theorem plasmon_sum_tendsto {M : Matrix n n ℝ} (hM : M.PosDef) {c : ℝ}
    (h : ∀ i, hM.isHermitian.eigenvalues i < 3 * c) :
    Tendsto (fun k => residual (c⁻¹ • M) k) atTop (𝓝 0) ∧
    Tendsto (fun k => √c * trace (iter (c⁻¹ • M) k).1) atTop
      (𝓝 (∑ i, √(hM.isHermitian.eigenvalues i))) := by
  have hr : ∀ i, Tendsto (fun k => residual (hM.isHermitian.eigenvalues i / c) k)
      atTop (𝓝 0) := fun i => by
    have hl := hM.eigenvalues_pos i
    have hi := h i
    have hc : 0 < c := by linarith
    exact scalar_residual_tendsto (div_pos hl hc) ((div_lt_iff₀ hc).2 hi)
  constructor
  · -- carry the scalar limits over to the matrix through the spectral theorem
    obtain ⟨φ, h1, -, hφ⟩ := exists_spectral hM.isHermitian
    have e : c⁻¹ • M = φ (c⁻¹ • hM.isHermitian.eigenvalues) := by rw [map_smul, h1]
    have hv : Tendsto (fun k => residual (c⁻¹ • hM.isHermitian.eigenvalues) k)
        atTop (𝓝 0) := by
      refine tendsto_pi_nhds.2 fun i => (hr i).congr fun k => ?_
      rw [div_eq_inv_mul]
      exact residual_map (Pi.evalAlgHom ℝ (fun _ : n => ℝ) i)
        (c⁻¹ • hM.isHermitian.eigenvalues) k
    have hlim := (hφ.tendsto 0).comp hv
    rw [map_zero] at hlim
    refine hlim.congr fun k => ?_
    rw [e, residual_map]
    rfl
  · refine tendsto_iff_norm_sub_tendsto_zero.2
      (squeeze_zero (fun _ => norm_nonneg _) (fun k => trace_error hM h k) ?_)
    have hsum := tendsto_finsetSum Finset.univ fun i _ =>
      ((hr i).abs.const_mul √(hM.isHermitian.eigenvalues i))
    simpa using hsum

/-- If `M` is positive definite with eigenvalues below `2c`, the error of `√c Tr Y_k` is at most `∑
√λᵢ |1 - λᵢ/c|^(2^k)`. -/
theorem plasmon_sum_quadratic {M : Matrix n n ℝ} (hM : M.PosDef) {c : ℝ}
    (h : ∀ i, hM.isHermitian.eigenvalues i < 2 * c) (k : ℕ) :
    |√c * trace (iter (c⁻¹ • M) k).1 - ∑ i, √(hM.isHermitian.eigenvalues i)| ≤
      ∑ i, √(hM.isHermitian.eigenvalues i) *
        |1 - hM.isHermitian.eigenvalues i / c| ^ 2 ^ k := by
  have h3 : ∀ i, hM.isHermitian.eigenvalues i < 3 * c := fun i => by
    have hl := hM.eigenvalues_pos i
    linarith [h i]
  refine (trace_error hM h3 k).trans (Finset.sum_le_sum fun i _ => ?_)
  have hl := hM.eigenvalues_pos i
  have hi := h i
  have hc : 0 < c := by linarith
  have hx := div_pos hl hc
  have hx2 := (div_lt_iff₀ hc).2 hi
  have h0 : residual (hM.isHermitian.eigenvalues i / c) 0 =
      1 - hM.isHermitian.eigenvalues i / c := by simp [residual, iter]
  have hb := scalar_residual_le (x := hM.isHermitian.eigenvalues i / c) 0
    (by rw [h0, abs_le]; constructor <;> linarith) k
  rw [h0, add_zero] at hb
  exact mul_le_mul_of_nonneg_left hb (Real.sqrt_nonneg _)

/-- For `M = 3c · 1` with `c ≠ 0`, every iterate `Y_k` after the starting one vanishes. -/
theorem collapse_at_three {c : ℝ} (hc : c ≠ 0) (k : ℕ) :
    (iter (c⁻¹ • ((3 * c) • (1 : Matrix n n ℝ))) (k + 1)).1 = 0 := by
  have e : c⁻¹ • ((3 * c) • (1 : Matrix n n ℝ)) = 3 := by
    rw [smul_smul, show c⁻¹ * (3 * c) = 3 by field_simp,
      ← Algebra.algebraMap_eq_smul_one, map_ofNat]
  rw [e]
  induction k with
  | zero => simp only [iter, one_mul, sub_self, mul_zero, smul_zero]
  | succ k ih => rw [iter, ih, zero_mul, smul_zero]

end

end PlasmonSquareRoot
```

```lean
#print axioms PlasmonSquareRoot.plasmon_sum_tendsto
#print axioms PlasmonSquareRoot.plasmon_sum_quadratic
#print axioms PlasmonSquareRoot.collapse_at_three
```

```
'PlasmonSquareRoot.plasmon_sum_tendsto' depends on axioms: [propext, Classical.choice, Quot.sound]
'PlasmonSquareRoot.plasmon_sum_quadratic' depends on axioms: [propext, Classical.choice, Quot.sound]
'PlasmonSquareRoot.collapse_at_three' depends on axioms: [propext, Classical.choice, Quot.sound]
```

## The physics in the Lean statements

`iter a k` is the pair \((Y_k,Z_k)\) started from \(Y_0=a\), \(Z_0=1\), with components `.1` and `.2`. It is defined in any real algebra, so one definition serves matrices, single numbers and lists of eigenvalues. `residual a k` is \(R_k\). The starting matrix \(M/c\) is written `c⁻¹ • M`.

The hypothesis `hM : M.PosDef` says that the real matrix \(M\) is symmetric and positive definite. Physically, this is the stability condition that makes every \(\Omega_i\) real and nonzero. The numbers `hM.isHermitian.eigenvalues i` are the \(\lambda_i=\Omega_i^2\), repeated according to multiplicity. The constant \(c\) is a scale with the units of \(M\), chosen by the user. Its positivity is not assumed, because \(0<\lambda_i<3c\) implies it as soon as there is an eigenvalue.

`plasmon_sum_tendsto` states both limits for eigenvalues below \(3c\): the residual matrix tends to zero, and \(\sqrt c\,\operatorname{Tr}Y_k\) tends to \(\sum_i\sqrt{\lambda_i}\). `plasmon_sum_quadratic` gives, below \(2c\), the error bound \(\sum_i\sqrt{\lambda_i}\,|1-\lambda_i/c|^{2^k}\) for every \(k\), including \(k=0\).

For a finite-basis RPA calculation in exact arithmetic, this justifies computing the plasmon-formula sum to any desired accuracy without diagonalising \(M\). A suitable scale is also available without the eigenvalues: \(c=\operatorname{Tr}M\) is always large enough, because the \(\lambda_i\) are positive and none of them exceeds their sum. The construction of \(M\) from orbitals and integrals, the remaining terms of the correlation energy, and rounding errors are not treated.

## From single eigenvalues to the matrix

`residual_succ` proves the recursion for \(R\). It collects the scalar factors, replaces \(ZY\) by a single symbol `P`, and leaves the polynomial identity to `noncomm_ring`, which does not assume commutativity.

`iter_map` and `residual_map` say that the iteration and its residual commute with algebra homomorphisms. `exists_spectral` supplies the homomorphism needed, \(d\mapsto U\,\mathrm{diag}(d)\,U^{T}\), and shows that it is continuous, sends the eigenvalue list to \(M\), and has trace \(\sum_i d_i\). Evaluation at an index \(i\), `Pi.evalAlgHom`, is a second homomorphism, which picks out a single eigenvalue. Together they replace the informal remark that every iterate is diagonal in the same basis as \(M\).

`scalar_invariant` is the induction on signs. `scalar_residual_le` is the repeated squaring, counted from any step `m` at which the residual has size at most one. `scalar_residual_tendsto` uses it with `m = 1`, and the quadratic bound uses it with `m = 0`. In `scalar_error`, `linear_combination` checks the difference of squares, and `nlinarith` with a cancellation of \(\sqrt x\) does the division.

`trace_error` sums these estimates with the triangle inequality. In `plasmon_sum_tendsto`, continuity of the spectral homomorphism carries the scalar residual limits to the matrix, and a squeeze argument gives the trace limit.

## At and beyond 3c, and the limit of Z

The strict inequality matters. For \(M=3c\cdot1\) with \(c>0\), the factor \(3-Z_0Y_0\) is zero, and `collapse_at_three` proves that \(Y_k=0\) from the first step on. The trace then stays at zero, although the desired sum is positive for any matrix of size at least one.

Further out, a small residual can mislead. For the \(1\times1\) matrix \(M=4c\) with \(c>0\), one step gives \(Y_1=-2\) and \(Z_1=-\tfrac12\). The residual is exactly zero and the iteration stops moving, but \(\sqrt c\,\operatorname{Tr}Y_1=-\sqrt{4c}\) has the wrong sign.

The same argument also yields the inverse square roots, though the file contains no theorem for them: since \(z_k=y_k/x\to1/\sqrt x\), eigenvalues below \(3c\) give \(\operatorname{Tr}Z_k/\sqrt c\to\sum_i1/\sqrt{\lambda_i}=\sum_i1/\Omega_i\).
